# An $n\times n$ triangular matrix of determinant one can lie within $2^{2-n}$ of a singular matrix

Let $n=m+2$ with $m\ge 0$, and number rows and columns from $0$ to $m+1$. The real $n\times n$ matrix $T$ has entries

$$
T_{ij}=\begin{cases}1 & i=j,\\ -1 & i<j,\\ 0 & i>j.\end{cases}
$$

Write $e_j$ for the unit vectors and $E=e_{m+1}e_0^{\mathsf T}$ for the matrix whose only non-zero entry is a $1$ in the bottom-left corner. What is called the soft mode here is a vector that $T$ makes much shorter when $m$ is large, not an eigenvector of $T$ or of $T^{\mathsf T}T$:

$$
x=(2^m,\,2^{m-1},\,\dots,\,2,\,1,\,1)^{\mathsf T},
$$

that is, $x_j=2^{m-j}$ for $j\le m$ and $x_{m+1}=1$. At the smallest size, $m=0$, it is $(1,1)^{\mathsf T}$.

## The determinant under a change of one corner entry

For every real $t$,

$$
\det T=1,\qquad \det(T-tE)=1-2^m t .
$$

The changed matrix is therefore singular exactly when $t=2^{-m}=2^{2-n}$. For $n=54$ this is $2^{-52}\approx 2.2\times10^{-16}$, the spacing of double-precision numbers just above $1$.

The Gram matrix $S=T^{\mathsf T}T$ also has determinant one, and yet

$$
x^{\mathsf T}Sx\le 4^{-m}\,x^{\mathsf T}x .
$$

## Linear dependence in a basis set

Electronic-structure codes that work in a non-orthogonal basis often orthogonalise it with the help of the overlap matrix, a step that becomes ill-conditioned when some combination of normalised basis functions with a unit coefficient vector nearly vanishes. If the columns of $T$ hold the coefficients of basis functions in an orthonormal set, then $S$ is their overlap matrix and $x^{\mathsf T}Sx$ is the squared norm of the combination with coefficients $x$. For this one explicit family of finite real matrices, a determinant of one coexists, at large $m$, with a combination whose norm is tiny compared with that of its coefficient vector, so a test that flags only determinants below some threshold smaller than one would miss it. The pivots of a Cholesky factorisation without reordering are equally uninformative here: $T$ is the Cholesky factor of $S$, and its diagonal entries are all $1$. The smallest eigenvalue of $S$ does show the problem, since by the variational principle it is at most $4^{-m}$.

These basis functions are not normalised: function $j$ has squared norm $S_{jj}=j+1$. Scaling each to unit norm changes the determinant of the overlap matrix from $1$ to $1/(m+2)!$. The example thus concerns the determinant of an overlap matrix as it stands, without a prior scaling of its diagonal. For normalised functions the overlap matrix has determinant one only if they are orthonormal, by Hadamard's inequality, so there a determinant of one does rule out near dependence.

## Back substitution and a triangular factorisation

**Determinant of $T$.** The matrix is upper triangular, so its determinant is the product of its diagonal entries, which is $1$.

**Action on the soft mode.** Row $i$ of $Tx$ is $x_i-\sum_{j>i}x_j$. For $i\le m$ the sum is

$$
\sum_{j=i+1}^{m+1}x_j=(2^{m-i-1}+\dots+2+1)+1=2^{m-i}=x_i ,
$$

where the bracket is empty for $i=m$. These rows give zero. The last row gives $x_{m+1}=1$. Hence $Tx=e_{m+1}$.

**The changed matrix.** Put $N=t\,x\,e_0^{\mathsf T}$, which has $t\,x$ in column $0$ and zeros elsewhere. Then

$$
TN=t\,(Tx)\,e_0^{\mathsf T}=t\,e_{m+1}e_0^{\mathsf T}=tE,
\qquad\text{so}\qquad T-tE=T(1-N).
$$

The factor $1-N$ is lower triangular with diagonal $1-2^m t,\,1,\dots,1$. Taking determinants,

$$
\det(T-tE)=\det T\,\det(1-N)=1-2^m t ,
$$

which vanishes only at $t=2^{-m}$.

**Any tolerance.** Given $\varepsilon>0$, choose $m$ with $2^{-m}<\varepsilon$. The change $2^{-m}E$ has entries of size at most $\varepsilon$ and makes $T$ singular.

**The overlap matrix.** First, $\det S=(\det T)^2=1$. Next,

$$
x^{\mathsf T}Sx=\|Tx\|^2=\|e_{m+1}\|^2=1,
\qquad x^{\mathsf T}x\ge x_0^2=4^m ,
$$

and therefore $x^{\mathsf T}Sx=1=4^{-m}\,4^m\le4^{-m}\,x^{\mathsf T}x$. Summing the squares exactly gives $x^{\mathsf T}x=(4^{m+1}+2)/3$, so the coefficient vector normalised to unit length yields a function of squared norm $3/(4^{m+1}+2)$.

## The Lean file

```lean
import Mathlib

open Matrix

namespace DeterminantNumericalRank

noncomputable section

/-- The upper triangular matrix with `1` on the diagonal and `-1` everywhere above it. -/
def T (n : ℕ) : Matrix (Fin n) (Fin n) ℝ :=
  Matrix.of fun i j => if i = j then 1 else if i < j then -1 else 0

/-- The soft mode in dimension `m + 2`, with components `2^m, ..., 4, 2, 1, 1`. -/
def softMode (m : ℕ) : Fin (m + 2) → ℝ := fun j => 2 ^ (m - (j : ℕ))

/-- The matrix `T` has determinant one in every dimension. -/
theorem det_T (n : ℕ) : (T n).det = 1 := by
  have hU : (T n).BlockTriangular id := by
    intro i j hij
    have h : j < i := hij
    simp [T, h.ne', lt_asymm h]
  rw [Matrix.det_of_isUpperTriangular hU]
  simp [T]

/-- The components `2^m, ..., 2, 1, 1` of the soft mode add up to `2^(m+1)`. -/
theorem sum_softMode (m : ℕ) :
    ∑ j : Fin (m + 1 + 1), (2 : ℝ) ^ (m - (j : ℕ)) = 2 ^ (m + 1) := by
  induction m with
  | zero => norm_num [Fin.sum_univ_succ]
  | succ m ih =>
    have h : ∀ j : Fin (m + 1 + 1),
        (2 : ℝ) ^ (m + 1 - (j.succ : ℕ)) = 2 ^ (m - (j : ℕ)) := fun j => by
      rw [Fin.val_succ, Nat.add_sub_add_right]
    have h0 : m + 1 - ((0 : Fin (m + 1 + 1 + 1)) : ℕ) = m + 1 := by simp
    rw [Fin.sum_univ_succ, Finset.sum_congr rfl (fun j _ => h j), ih, h0]
    ring

/-- Back substitution, row by row: every row of `T` annihilates the soft mode,
except the last, which gives one. -/
theorem row_softMode (m : ℕ) : ∀ i : Fin (m + 1 + 1),
    ∑ j : Fin (m + 1 + 1), T (m + 1 + 1) i j * (2 : ℝ) ^ (m - (j : ℕ))
      = if i = Fin.last (m + 1) then 1 else 0 := by
  induction m with
  | zero =>
    intro i
    fin_cases i <;> simp [T, Fin.sum_univ_succ, Fin.ext_iff]
  | succ m ih =>
    intro i
    have h : ∀ j : Fin (m + 1 + 1),
        (2 : ℝ) ^ (m + 1 - (j.succ : ℕ)) = 2 ^ (m - (j : ℕ)) := fun j => by
      rw [Fin.val_succ, Nat.add_sub_add_right]
    have h0 : m + 1 - ((0 : Fin (m + 1 + 1 + 1)) : ℕ) = m + 1 := by simp
    rw [Fin.sum_univ_succ]
    simp only [h, h0]
    induction i using Fin.cases with
    | zero =>
      -- the first component balances the sum of all the others
      have a : T (m + 1 + 1 + 1) 0 0 = 1 := by simp [T]
      have b : ∀ j : Fin (m + 1 + 1), T (m + 1 + 1 + 1) 0 j.succ = -1 := fun j => by
        change (if (0 : Fin (m + 1 + 1 + 1)) = j.succ then (1 : ℝ)
          else if (0 : Fin (m + 1 + 1 + 1)) < j.succ then -1 else 0) = -1
        rw [if_neg (Fin.succ_ne_zero j).symm, if_pos (Fin.succ_pos j)]
      simp only [a, b]
      rw [← Finset.mul_sum, sum_softMode, if_neg (by simp [Fin.ext_iff])]
      ring
    | succ k =>
      -- the remaining rows are those of the smaller matrix
      have a : T (m + 1 + 1 + 1) k.succ 0 = 0 := by
        change (if k.succ = (0 : Fin (m + 1 + 1 + 1)) then (1 : ℝ)
          else if k.succ < (0 : Fin (m + 1 + 1 + 1)) then -1 else 0) = 0
        rw [if_neg (Fin.succ_ne_zero k), if_neg (lt_asymm (Fin.succ_pos k))]
      have b : ∀ j : Fin (m + 1 + 1),
          T (m + 1 + 1 + 1) k.succ j.succ = T (m + 1 + 1) k j := fun j => by
        simp [T]
      simp only [a, b]
      rw [ih k]
      simp [Fin.ext_iff]

/-- The matrix `T` maps the soft mode to the last unit vector. -/
theorem T_mulVec_softMode (m : ℕ) :
    T (m + 2) *ᵥ softMode m = Pi.single (Fin.last (m + 1)) 1 := by
  ext i
  rw [Pi.single_apply]
  exact row_softMode m i

/-- Subtracting `t` from the bottom-left entry of `T` in dimension `m + 2` gives a matrix of
determinant `1 - 2^m t`. -/
theorem det_perturbed (m : ℕ) (t : ℝ) :
    (T (m + 2) - Matrix.single (Fin.last (m + 1)) 0 t).det = 1 - 2 ^ m * t := by
  obtain ⟨N, hN⟩ : ∃ N : Matrix (Fin (m + 2)) (Fin (m + 2)) ℝ,
      ∀ i j, N i j = if j = 0 then t * softMode m i else 0 :=
    ⟨Matrix.of fun i j => if j = 0 then t * softMode m i else 0, fun _ _ => rfl⟩
  -- the perturbation is `T * N`, where `N` carries `t` times the soft mode in its first column
  have hTN : T (m + 2) * N = Matrix.single (Fin.last (m + 1)) 0 t := by
    ext i j
    rw [Matrix.mul_apply, Matrix.single_apply]
    by_cases hj : j = 0
    · subst hj
      have h : ∑ k, T (m + 2) i k * softMode m k
          = if i = Fin.last (m + 1) then 1 else 0 := row_softMode m i
      have h2 : ∑ k, T (m + 2) i k * N k 0
          = t * ∑ k, T (m + 2) i k * softMode m k := by
        rw [Finset.mul_sum]
        refine Finset.sum_congr rfl fun k _ => ?_
        rw [hN, if_pos rfl]
        ring
      rw [h2, h]
      by_cases hi : i = Fin.last (m + 1)
      · simp [hi]
      · simp [hi, Ne.symm hi]
    · simp [hN, hj, Ne.symm hj]
  -- the remaining factor `1 - N` is lower triangular
  have hL : (1 - N).BlockTriangular OrderDual.toDual := by
    intro i j hij
    have h : i < j := OrderDual.toDual_lt_toDual.mp hij
    have hj : j ≠ 0 := (lt_of_le_of_lt (Fin.zero_le i) h).ne'
    rw [Matrix.sub_apply, Matrix.one_apply_ne h.ne, hN, if_neg hj, sub_zero]
  have hp : ∏ i, (1 - N) i i = (1 - N) 0 0 :=
    Finset.prod_eq_single 0 (fun i _ hi => by simp [hN, hi])
      (fun h => absurd (Finset.mem_univ _) h)
  have hfac : T (m + 2) - T (m + 2) * N = T (m + 2) * (1 - N) := by
    rw [mul_sub, mul_one]
  have hx : softMode m 0 = 2 ^ m := by simp [softMode]
  rw [← hTN, hfac, Matrix.det_mul, det_T, one_mul,
    Matrix.det_of_isLowerTriangular _ hL, hp, Matrix.sub_apply, Matrix.one_apply_eq,
    hN, if_pos rfl, hx]
  ring

/-- In dimension `m + 2`, subtracting `t` from the bottom-left entry of `T` makes the
matrix singular exactly when `t = 2^(-m)`. -/
theorem singular_iff (m : ℕ) (t : ℝ) :
    (T (m + 2) - Matrix.single (Fin.last (m + 1)) 0 t).det = 0 ↔ t = (1 / 2) ^ m := by
  have h : (2 : ℝ) ^ m * (1 / 2) ^ m = 1 := by
    rw [← mul_pow]
    norm_num
  rw [det_perturbed]
  generalize (1 / 2 : ℝ) ^ m = p at h ⊢
  generalize (2 : ℝ) ^ m = q at h ⊢
  constructor
  · intro e
    linear_combination (-p) * e - t * h
  · intro e
    rw [e]
    linear_combination -h

/-- In dimension `n = m + 2` the matrix `T` has determinant one, yet subtracting
`2^(2-n) = (1/2)^m` from its bottom-left entry makes it singular. -/
theorem det_one_but_nearly_singular (m : ℕ) :
    (T (m + 2)).det = 1 ∧
      (T (m + 2) - Matrix.single (Fin.last (m + 1)) 0 ((1 / 2) ^ m)).det = 0 :=
  ⟨det_T _, (singular_iff m _).mpr rfl⟩

/-- For every tolerance `ε > 0` there is a matrix `T` of determinant one that becomes
singular under a change of its entries by at most `ε`. -/
theorem no_tolerance_is_safe (ε : ℝ) (hε : 0 < ε) :
    ∃ (m : ℕ) (E : Matrix (Fin (m + 2)) (Fin (m + 2)) ℝ),
      (∀ i j, |E i j| ≤ ε) ∧ (T (m + 2)).det = 1 ∧ (T (m + 2) - E).det = 0 := by
  obtain ⟨m, hm⟩ := exists_pow_lt_of_lt_one hε (by norm_num : (1 / 2 : ℝ) < 1)
  refine ⟨m, Matrix.single (Fin.last (m + 1)) 0 ((1 / 2) ^ m), fun i j => ?_,
    det_one_but_nearly_singular m⟩
  rw [Matrix.single_apply]
  split_ifs
  · rw [abs_of_pos (by positivity)]
    exact hm.le
  · rw [abs_zero]
    exact hε.le

/-- The overlap matrix `TᵀT` of the columns of `T` has determinant one, yet for some non-zero
coefficient vector `c` the combination of columns has squared norm `c·TᵀT c` at most `4^(-m)` times
`c·c`. -/
theorem overlap_nearly_dependent (m : ℕ) :
    ((T (m + 2))ᵀ * T (m + 2)).det = 1 ∧
      ∃ c : Fin (m + 2) → ℝ, c ≠ 0 ∧
        c ⬝ᵥ (((T (m + 2))ᵀ * T (m + 2)) *ᵥ c) ≤ (1 / 4) ^ m * (c ⬝ᵥ c) := by
  have hx : softMode m 0 = 2 ^ m := by simp [softMode]
  refine ⟨by rw [Matrix.det_mul, Matrix.det_transpose, det_T, one_mul],
    softMode m, fun h => ?_, ?_⟩
  · have h0 := congrFun h 0
    rw [hx] at h0
    exact pow_ne_zero m two_ne_zero h0
  · -- the quadratic form is the squared length of `T c`, a unit vector
    have h1 : softMode m ⬝ᵥ (((T (m + 2))ᵀ * T (m + 2)) *ᵥ softMode m) = 1 := by
      rw [← Matrix.mulVec_mulVec, Matrix.dotProduct_mulVec, Matrix.vecMul_transpose,
        T_mulVec_softMode]
      simp
    have h2 : softMode m 0 * softMode m 0 ≤ softMode m ⬝ᵥ softMode m :=
      Finset.single_le_sum (f := fun j => softMode m j * softMode m j)
        (fun j _ => mul_self_nonneg _) (Finset.mem_univ 0)
    have h3 : (1 / 4 : ℝ) ^ m * (2 ^ m * 2 ^ m) = 1 := by
      rw [← mul_pow, ← mul_pow]
      norm_num
    rw [hx] at h2
    rw [h1]
    exact h3.symm.le.trans (mul_le_mul_of_nonneg_left h2 (by positivity))

end

end DeterminantNumericalRank
```

```lean
#print axioms DeterminantNumericalRank.det_one_but_nearly_singular
#print axioms DeterminantNumericalRank.no_tolerance_is_safe
#print axioms DeterminantNumericalRank.overlap_nearly_dependent
```

```
'DeterminantNumericalRank.det_one_but_nearly_singular' depends on axioms: [propext, Classical.choice, Quot.sound]
'DeterminantNumericalRank.no_tolerance_is_safe' depends on axioms: [propext, Classical.choice, Quot.sound]
'DeterminantNumericalRank.overlap_nearly_dependent' depends on axioms: [propext, Classical.choice, Quot.sound]
```

## How the theorems read

`T n` is the matrix above with entries in `ℝ`, indexed by `Fin n`, whose elements run from $0$ to $n-1$. The condition $n\ge2$ is built into the size `m + 2`, so no separate hypothesis is needed. `Matrix.single (Fin.last (m + 1)) 0 t` is $tE$, and `(1 / 2) ^ m` is $2^{2-n}$. In `softMode` the exponent `m - (j : ℕ)` is a subtraction of natural numbers, which stops at zero; this produces the repeated $1$ at the end of $x$.

`det_perturbed` is the determinant formula for all real `t`, and `singular_iff` is the resulting criterion. `det_one_but_nearly_singular` puts the two facts about the determinant side by side. In `no_tolerance_is_safe` the letter `E` stands for the whole change, which the proof takes to be $2^{-m}E$ in the notation of the prose. The tolerance comes first and the dimension is chosen afterwards, so the theorem does not say that a matrix of fixed size can be made singular by arbitrarily small changes. `overlap_nearly_dependent` states the bound for some non-zero vector `c`; `*ᵥ` is the matrix-vector product and `⬝ᵥ` the dot product.

## How the proof follows the algebra

`det_T` checks that the entries below the diagonal vanish and then uses the determinant rule for triangular matrices.

The action on the soft mode is proved by induction on the dimension instead of by explicit partial sums. `sum_softMode` shows that the components of $x$ add up to $2^{m+1}$. In `row_softMode`, `Fin.sum_univ_succ` splits off column $0$. Row $0$ of the larger matrix then balances its first component $2^{m+1}$ against the sum of all the others. The remaining rows have a zero in column $0$ and otherwise agree with the smaller matrix, so the induction hypothesis settles them. `T_mulVec_softMode` restates the result as $Tx=e_{m+1}$.

In `det_perturbed`, `hTN` is the identity $TN=tE$, `hL` says that $1-N$ is lower triangular, and `hp` reduces the product of its diagonal to the one entry that can differ from $1$. The final rewriting multiplies the determinants. `singular_iff` solves the linear equation for `t`, using $2^m\,2^{-m}=1$.

For the tolerance theorem, `exists_pow_lt_of_lt_one` supplies the dimension. For the overlap matrix, `h1` evaluates the quadratic form as $1$, and `h2` bounds $x^{\mathsf T}x$ from below by its first term.

## Exact arithmetic and a single family of matrices

The theorems concern exact real matrices. They contain no model of rounding, so they do not predict what a particular factorisation routine returns. The corner entry of $T$ is exactly zero, and storing it causes no error; the change $2^{-m}$ stands for an absolute error in a computed entry.

Numerical rank is usually the number of singular values above a tolerance. The file does not define it, and expresses the loss of rank through exact singularity after a small change of entries. The value $2^{-m}$ is the only one that works in the bottom-left corner, but smaller changes spread over several entries are not excluded. Nor do the theorems say how often matrices of this kind arise from actual basis sets: they show that a determinant of one, taken alone, is no certificate of a safe distance from singularity.
